# For a fixed Hamiltonian, a trigonometric line search recovers the energy curve from two energies and a slope

## Choosing the step angle

In one form of direct minimisation of the energy, a step starts from a normalised state $x$ and a search direction $d$, which has been made orthogonal to $x$ and normalised. The new state is sought among the rotations of $x$ towards $d$, and the program has to choose the angle. It already knows the energy and the slope at angle zero. It evaluates the energy once more, at a trial angle $s$, and fits a sinusoid to the three numbers.

For a fixed matrix $H$ and an orthonormal pair $x, d$, this fit is exact at every angle, provided that $\sin s \neq 0$. The result applies to band-by-band minimisation in electronic structure when the Hamiltonian is a finite matrix in an orthonormal basis and is held fixed during the step; the energy is then the expectation value of $H$ in the band being updated. If $H$ depends on the state, as in a self-consistent calculation, the energy is in general no longer such a simple function of the angle, and the fit becomes an approximation.

## The curve and its three coefficients

Write $\langle u, v\rangle = \sum_i \overline{u_i}\, v_i$ for the inner product of complex vectors. The trial state at angle $t$ is

$$\psi(t) = \cos t\, x + \sin t\, d,$$

and its energy is

$$E(t) = \frac{\operatorname{Re}\langle \psi(t), H\psi(t)\rangle}{\operatorname{Re}\langle \psi(t), \psi(t)\rangle}.$$

The claim is that, for $\sin s \neq 0$ and all real $t$,

$$E(t) = a + b\cos 2t + c\sin 2t,$$

with

$$c = \frac{E'(0)}{2}, \qquad b = \frac{E(0) - E(s) + c\sin 2s}{1 - \cos 2s}, \qquad a = E(0) - b.$$

## Derivation from the matrix elements

**The norm.** Since $\langle x,x\rangle = \langle d,d\rangle = 1$ and $\langle x,d\rangle = \langle d,x\rangle = 0$,

$$\langle\psi(t),\psi(t)\rangle = \cos^2 t + \sin^2 t = 1.$$

The denominator of the energy is therefore 1 at every angle.

**The energy.** Define three real numbers,

$$A = \operatorname{Re}\langle x,Hx\rangle,\quad B = \operatorname{Re}\langle d,Hd\rangle,\quad K = \operatorname{Re}\langle x,Hd\rangle + \operatorname{Re}\langle d,Hx\rangle.$$

The coefficients $\cos t$ and $\sin t$ are real, so expanding the numerator gives

$$E(t) = A\cos^2 t + B\sin^2 t + K\cos t\sin t.$$

The double-angle formulas turn this into

$$E(t) = \frac{A+B}{2} + \frac{A-B}{2}\cos 2t + \frac{K}{2}\sin 2t.$$

What remains is to obtain the three coefficients from the measured data.

**The slope.** Differentiation gives $E'(t) = (B-A)\sin 2t + K\cos 2t$, so $E'(0) = K$ and $c = K/2$.

**The trial energy.** With $E(0) = A$, the numerator of $b$ is

$$A - A\cos^2 s - B\sin^2 s - K\cos s\sin s + \frac{K}{2}\cdot 2\sin s\cos s = (A-B)\sin^2 s.$$

The denominator is $1 - \cos 2s = 2\sin^2 s$, which is nonzero by hypothesis. Hence $b = (A-B)/2$, and $a = A - b = (A+B)/2$. These are the coefficients of the curve.

**The slope for Hermitian $H$.** In this case $\langle x,Hd\rangle = \overline{\langle d,Hx\rangle}$. The two real parts agree, and

$$E'(0) = 2\operatorname{Re}\langle d,Hx\rangle.$$

The slope then costs one inner product once $Hx$ is available.

## Errors and the choice of trial angle

Suppose that the trial energy carries an error $\delta$. Then $b$ changes by $-\delta/(2\sin^2 s)$ and $a$ by the opposite amount, so the fitted curve changes by

$$-\frac{\delta}{2\sin^2 s}(\cos 2t - 1) = \delta\,\frac{\sin^2 t}{\sin^2 s}.$$

This is exact for every $\delta$, large or small. The error is magnified at every angle with $|\sin t| > |\sin s|$, and strongly so near $t = \pi/2$ if the trial angle is small.

If $\sin s = 0$, the trial state is $\pm x$, and its energy repeats $E(0)$. The data then leave the curve undetermined. Take $x = (1,0)$, $d = (0,1)$ and compare the Hamiltonian with levels 0 and 1 to the zero matrix. Their energy curves are $\sin^2 t$ and $0$. Both give zero for $E(0)$, $E'(0)$ and $E(s)$, but at $t = \pi/2$ the energies are 1 and 0.

The same algebra handles an error $\varepsilon$ in the slope, a neighbouring result that is derived here by hand and has no theorem in the file. Now $c$ changes by $\varepsilon/2$ and $b$ by $\tfrac{\varepsilon}{2}\cot s$, so the curve changes by

$$\varepsilon\sin t\cos t - \varepsilon\cot s\,\sin^2 t = \varepsilon\,\frac{\sin t\,\sin(s-t)}{\sin s}.$$

The change vanishes at $t = 0$ and at $t = s$, where the fit is tied to the given energies.

## States, energies and the fit in Lean

The basis is indexed by a finite type `n`, a state is a function `n → ℂ`, and the Hamiltonian is a complex square matrix. Real symmetric matrices and real vectors are included by regarding their entries as complex numbers. The expression `star u ⬝ᵥ H *ᵥ v` is $\langle u, Hv\rangle$, conjugate-linear in the first vector.

- `energy` is the normalised quotient, with real parts taken so that the result is a real number. For Hermitian $H$ the expectation value is real anyway.
- `lineEnergy H x d t` is $E(t)$, with the angle in radians.
- `OrthonormalPair x d` contains the two normalisations and $\langle x,d\rangle = 0$. Such a pair needs at least two basis states; with exactly two, $x$ and $d$ span the whole space.
- `fitB` and `fit` are functions of real numbers only. Their arguments `E₀`, `g` and `Es` stand for $E(0)$, $E'(0)$ and $E(s)$, and they know nothing about a matrix.

The main theorem, `lineEnergy_eq_fit`, says that for an orthonormal pair and $\sin s \neq 0$, the energy at every $t$ equals `fit` evaluated on the two energies and the derivative of the same curve. It does not require $H$ to be Hermitian. That hypothesis enters in `lineEnergy_eq_fit_gradient`, where the derivative is replaced by $2\operatorname{Re}\langle d,Hx\rangle$.

The theorem `fit_error` concerns the fitting formula alone, for arbitrary real data, and states the error relation multiplied through by $\sin^2 s$. The theorem `data_ambiguous_of_sin_eq_zero` collects the facts about the two-level example: the pair is orthonormal, `twoLevel` is Hermitian, the three data agree, and the energies at $\pi/2$ differ.

The file stops at the curve. It does not locate the minimum over $t$, and it says nothing about the convergence of repeated steps. The search direction is given, and its construction is not modelled.

```lean
import Mathlib

open Matrix

namespace TrigonometricLineSearch

noncomputable section

variable {n : Type*} [Fintype n]

/-- The energy of a state `v`: the real part of `⟨v, H v⟩` divided by `⟨v, v⟩`. -/
def energy (H : Matrix n n ℂ) (v : n → ℂ) : ℝ :=
  (star v ⬝ᵥ H *ᵥ v).re / (star v ⬝ᵥ v).re

/-- The energy along the search line `cos t • x + sin t • d`. -/
def lineEnergy (H : Matrix n n ℂ) (x d : n → ℂ) (t : ℝ) : ℝ :=
  energy H (((Real.cos t : ℝ) : ℂ) • x + ((Real.sin t : ℝ) : ℂ) • d)

/-- The current state `x` and the search direction `d` are normalised and orthogonal. -/
def OrthonormalPair (x d : n → ℂ) : Prop :=
  star x ⬝ᵥ x = 1 ∧ star d ⬝ᵥ d = 1 ∧ star x ⬝ᵥ d = 0

/-- The fitted coefficient of `cos 2t`, from the energy `E₀` and slope `g` at angle zero
and the energy `Es` at the trial angle `s`. -/
def fitB (E₀ g Es s : ℝ) : ℝ :=
  (E₀ - Es + g / 2 * Real.sin (2 * s)) / (1 - Real.cos (2 * s))

/-- The fitted curve `a + b cos 2t + c sin 2t` with `c = g / 2` and `a = E₀ - b`. -/
def fit (E₀ g Es s t : ℝ) : ℝ :=
  (E₀ - fitB E₀ g Es s) + fitB E₀ g Es s * Real.cos (2 * t) + g / 2 * Real.sin (2 * t)

/-- The real part of `⟨v, M v⟩` for a real combination `v = p x + q d` of two vectors, written
through the four matrix elements of `M` between `x` and `d`. -/
theorem quad_expand (M : Matrix n n ℂ) (x d : n → ℂ) (p q : ℝ) :
    (star ((p : ℂ) • x + (q : ℂ) • d) ⬝ᵥ M *ᵥ ((p : ℂ) • x + (q : ℂ) • d)).re
      = p ^ 2 * (star x ⬝ᵥ M *ᵥ x).re + q ^ 2 * (star d ⬝ᵥ M *ᵥ d).re
        + p * q * ((star x ⬝ᵥ M *ᵥ d).re + (star d ⬝ᵥ M *ᵥ x).re) := by
  have h : star ((p : ℂ) • x + (q : ℂ) • d) = (p : ℂ) • star x + (q : ℂ) • star d := by
    ext i
    simp
  have key : star ((p : ℂ) • x + (q : ℂ) • d) ⬝ᵥ M *ᵥ ((p : ℂ) • x + (q : ℂ) • d)
      = ((p ^ 2 : ℝ) : ℂ) * (star x ⬝ᵥ M *ᵥ x) + ((q ^ 2 : ℝ) : ℂ) * (star d ⬝ᵥ M *ᵥ d)
        + ((p * q : ℝ) : ℂ) * (star x ⬝ᵥ M *ᵥ d + star d ⬝ᵥ M *ᵥ x) := by
    rw [h]
    simp only [Matrix.mulVec_add, Matrix.mulVec_smul, add_dotProduct, dotProduct_add,
      smul_dotProduct, dotProduct_smul, smul_eq_mul]
    push_cast
    ring
  rw [key]
  simp only [Complex.add_re, Complex.re_ofReal_mul]

/-- For an orthonormal pair, the energy along the search line, written through the matrix elements
of `H` between `x` and `d`. -/
theorem lineEnergy_eq (H : Matrix n n ℂ) {x d : n → ℂ} (h : OrthonormalPair x d) (t : ℝ) :
    lineEnergy H x d t
      = Real.cos t ^ 2 * (star x ⬝ᵥ H *ᵥ x).re + Real.sin t ^ 2 * (star d ⬝ᵥ H *ᵥ d).re
        + Real.cos t * Real.sin t * ((star x ⬝ᵥ H *ᵥ d).re + (star d ⬝ᵥ H *ᵥ x).re) := by
  classical
  obtain ⟨hx, hd, hxd⟩ := h
  have hdx : star d ⬝ᵥ x = 0 := by
    rw [Matrix.star_dotProduct, hxd, star_zero]
  -- the trial state stays normalised: the expansion with the identity matrix
  have hn := quad_expand (1 : Matrix n n ℂ) x d (Real.cos t) (Real.sin t)
  simp only [Matrix.one_mulVec, hx, hd, hxd, hdx, Complex.one_re, Complex.zero_re] at hn
  have h1 : Real.cos t ^ 2 * 1 + Real.sin t ^ 2 * 1 + Real.cos t * Real.sin t * (0 + 0)
      = (1 : ℝ) := by
    linear_combination Real.sin_sq_add_cos_sq t
  unfold lineEnergy energy
  rw [hn, h1, div_one, quad_expand]

/-- For an orthonormal pair, the slope of the energy at the start of the search line is the sum of
the real parts of the two off-diagonal matrix elements. -/
theorem hasDerivAt_lineEnergy (H : Matrix n n ℂ) {x d : n → ℂ} (h : OrthonormalPair x d) :
    HasDerivAt (lineEnergy H x d)
      ((star x ⬝ᵥ H *ᵥ d).re + (star d ⬝ᵥ H *ᵥ x).re) 0 := by
  rw [funext (lineEnergy_eq H h)]
  have h' := ((((Real.hasDerivAt_cos 0).fun_pow 2).mul_const (star x ⬝ᵥ H *ᵥ x).re).fun_add
    (((Real.hasDerivAt_sin 0).fun_pow 2).mul_const (star d ⬝ᵥ H *ᵥ d).re)).fun_add
    (((Real.hasDerivAt_cos 0).fun_mul (Real.hasDerivAt_sin 0)).mul_const
      ((star x ⬝ᵥ H *ᵥ d).re + (star d ⬝ᵥ H *ᵥ x).re))
  exact h'.congr_deriv (by simp)

/-- The denominator of the fit is twice the squared sine of the trial angle. -/
theorem one_sub_cos_two_mul (s : ℝ) : 1 - Real.cos (2 * s) = 2 * Real.sin s ^ 2 := by
  rw [Real.cos_two_mul]
  linear_combination (-2) * Real.sin_sq_add_cos_sq s

/-- Trigonometric line search: for an orthonormal pair, the energy and slope at angle zero and the
energy at one trial angle `s` with `sin s ≠ 0` reproduce the energy at every angle `t`. -/
theorem lineEnergy_eq_fit (H : Matrix n n ℂ) {x d : n → ℂ} (h : OrthonormalPair x d)
    {s : ℝ} (hs : Real.sin s ≠ 0) (t : ℝ) :
    lineEnergy H x d t
      = fit (lineEnergy H x d 0) (deriv (lineEnergy H x d) 0) (lineEnergy H x d s) s t := by
  have h0 : lineEnergy H x d 0 = (star x ⬝ᵥ H *ᵥ x).re := by
    rw [lineEnergy_eq H h]
    simp
  have hden : 1 - Real.cos (2 * s) ≠ 0 := by
    rw [one_sub_cos_two_mul]
    positivity
  rw [(hasDerivAt_lineEnergy H h).deriv, h0, lineEnergy_eq H h t, lineEnergy_eq H h s]
  generalize (star x ⬝ᵥ H *ᵥ x).re = A
  generalize (star d ⬝ᵥ H *ᵥ d).re = B
  generalize (star x ⬝ᵥ H *ᵥ d).re + (star d ⬝ᵥ H *ᵥ x).re = K
  -- the fitted coefficient is half the difference of the two diagonal energies
  have hb : fitB A K (Real.cos s ^ 2 * A + Real.sin s ^ 2 * B + Real.cos s * Real.sin s * K) s
      = (A - B) / 2 := by
    unfold fitB
    rw [div_eq_iff hden, Real.sin_two_mul, Real.cos_two_mul]
    linear_combination (-B) * Real.sin_sq_add_cos_sq s
  unfold fit
  rw [hb, Real.sin_two_mul, Real.cos_two_mul]
  linear_combination B * Real.sin_sq_add_cos_sq t

/-- For a Hermitian `H`, an orthonormal pair and `sin s ≠ 0`, the fit with slope `2 Re ⟨d, H x⟩`
equals the energy at every angle `t`. -/
theorem lineEnergy_eq_fit_gradient {H : Matrix n n ℂ} (hH : H.IsHermitian) {x d : n → ℂ}
    (h : OrthonormalPair x d) {s : ℝ} (hs : Real.sin s ≠ 0) (t : ℝ) :
    lineEnergy H x d t
      = fit (lineEnergy H x d 0) (2 * (star d ⬝ᵥ H *ᵥ x).re) (lineEnergy H x d s) s t := by
  have hsym : star x ⬝ᵥ H *ᵥ d = star (star d ⬝ᵥ H *ᵥ x) := by
    rw [Matrix.star_dotProduct, Matrix.star_mulVec, hH.eq, ← Matrix.dotProduct_mulVec]
  have hre : (star x ⬝ᵥ H *ᵥ d).re = (star d ⬝ᵥ H *ᵥ x).re := by
    rw [hsym, Complex.star_def, Complex.conj_re]
  have hg : deriv (lineEnergy H x d) 0 = 2 * (star d ⬝ᵥ H *ᵥ x).re := by
    rw [(hasDerivAt_lineEnergy H h).deriv, hre]
    ring
  rw [← hg]
  exact lineEnergy_eq_fit H h hs t

/-- If `sin s ≠ 0`, an error `δ` in the trial energy changes the fitted curve at angle `t` by an
amount which, multiplied by `sin² s`, equals `δ sin² t`. -/
theorem fit_error (E₀ g Es δ t : ℝ) {s : ℝ} (hs : Real.sin s ≠ 0) :
    (fit E₀ g (Es + δ) s t - fit E₀ g Es s t) * Real.sin s ^ 2 = δ * Real.sin t ^ 2 := by
  have ht : Real.cos (2 * t) = 1 - 2 * Real.sin t ^ 2 := by
    linear_combination -one_sub_cos_two_mul t
  unfold fit fitB
  rw [one_sub_cos_two_mul s, ht]
  field_simp
  ring

/-- A two-level Hamiltonian with energies 0 and 1. -/
def twoLevel : Matrix (Fin 2) (Fin 2) ℂ := !![0, 0; 0, 1]

/-- If `sin s = 0`, the two-level Hamiltonian and the zero Hamiltonian give the same three
data along the line between the basis states, yet different energies at angle `π / 2`. -/
theorem data_ambiguous_of_sin_eq_zero {s : ℝ} (hs : Real.sin s = 0) :
    OrthonormalPair (![1, 0] : Fin 2 → ℂ) ![0, 1] ∧ twoLevel.IsHermitian ∧
    lineEnergy twoLevel ![1, 0] ![0, 1] 0 = lineEnergy 0 ![1, 0] ![0, 1] 0 ∧
    deriv (lineEnergy twoLevel ![1, 0] ![0, 1]) 0 = deriv (lineEnergy 0 ![1, 0] ![0, 1]) 0 ∧
    lineEnergy twoLevel ![1, 0] ![0, 1] s = lineEnergy 0 ![1, 0] ![0, 1] s ∧
    lineEnergy twoLevel ![1, 0] ![0, 1] (Real.pi / 2)
      ≠ lineEnergy 0 ![1, 0] ![0, 1] (Real.pi / 2) := by
  have hp : OrthonormalPair (![1, 0] : Fin 2 → ℂ) ![0, 1] := by
    refine ⟨?_, ?_, ?_⟩ <;> simp [dotProduct, Fin.sum_univ_succ]
  -- the two energy curves are sin² t and 0
  have hE : ∀ t, lineEnergy twoLevel ![1, 0] ![0, 1] t = Real.sin t ^ 2 := by
    intro t
    rw [lineEnergy_eq _ hp]
    simp [twoLevel, dotProduct, Matrix.mulVec, Fin.sum_univ_succ]
  have hZ : ∀ t, lineEnergy 0 (![1, 0] : Fin 2 → ℂ) ![0, 1] t = 0 := by
    intro t
    rw [lineEnergy_eq _ hp]
    simp
  refine ⟨hp, ?_, ?_, ?_, ?_, ?_⟩
  · ext i j
    fin_cases i <;> fin_cases j <;> simp [twoLevel]
  · rw [hE, hZ]
    simp
  · rw [(hasDerivAt_lineEnergy _ hp).deriv, (hasDerivAt_lineEnergy _ hp).deriv]
    simp [twoLevel, dotProduct, Matrix.mulVec, Fin.sum_univ_succ]
  · rw [hE, hZ, hs]
    norm_num
  · rw [hE, hZ, Real.sin_pi_div_two]
    norm_num

end

end TrigonometricLineSearch
```

```lean
#print axioms TrigonometricLineSearch.lineEnergy_eq_fit
-- 'TrigonometricLineSearch.lineEnergy_eq_fit' depends on axioms: [propext, Classical.choice, Quot.sound]
#print axioms TrigonometricLineSearch.lineEnergy_eq_fit_gradient
-- 'TrigonometricLineSearch.lineEnergy_eq_fit_gradient' depends on axioms: [propext, Classical.choice, Quot.sound]
#print axioms TrigonometricLineSearch.fit_error
-- 'TrigonometricLineSearch.fit_error' depends on axioms: [propext, Classical.choice, Quot.sound]
#print axioms TrigonometricLineSearch.data_ambiguous_of_sin_eq_zero
-- 'TrigonometricLineSearch.data_ambiguous_of_sin_eq_zero' depends on axioms: [propext, Classical.choice, Quot.sound]
```

## From the quadratic form to the slope

The lemma `quad_expand` expands $\operatorname{Re}\langle v, Mv\rangle$ for $v = p\,x + q\,d$ with real $p$ and $q$. Its first step, `h`, records that conjugation leaves the real coefficients alone. The second, `key`, is the complex expansion into four matrix elements, obtained by linearity and finished by `ring`. Taking real parts gives the lemma.

The expansion is stated for a general matrix $M$ because `lineEnergy_eq` uses it twice. With $M = 1$ it gives the norm of the trial state, which the orthonormality relations and $\sin^2 t + \cos^2 t = 1$ reduce to 1. With $M = H$ it gives the numerator. The result is the formula for $E(t)$ in terms of $A$, $B$ and $K$.

In `hasDerivAt_lineEnergy` the energy is first replaced, as a function of the angle, by this explicit formula. The sum, product and power rules then supply a derivative, and `simp` evaluates it at zero. Only $K$ survives. The lemma proves that the curve is differentiable there as well as giving the slope, so `deriv` in the main theorem is the true derivative.

## Identifying the fitted coefficient

The lemma `one_sub_cos_two_mul` is the identity $1 - \cos 2s = 2\sin^2 s$. In `lineEnergy_eq_fit` it shows that the denominator is nonzero, which is where the hypothesis on $s$ is used.

The proof next rewrites $E(0)$, $E'(0)$, $E(s)$ and $E(t)$ through the matrix elements. The three `generalize` steps replace these by real numbers `A`, `B` and `K`, the same letters as in the derivation, and from there on the problem is pure trigonometry. The intermediate claim `hb` is $b = (A-B)/2$. It is proved by multiplying through by the denominator, applying the double-angle formulas and using $\sin^2 s + \cos^2 s = 1$. Inserting this value into `fit` leaves the double-angle form of $E(t)$, which the last `linear_combination` verifies with the same identity at angle $t$.

For the Hermitian version, `hsym` moves $H$ from one side of the inner product to the other, and `hre` compares real parts. The slope becomes $2\operatorname{Re}\langle d,Hx\rangle$, and the main theorem applies.

## Checking the error formula and the example

The proof of `fit_error` writes both $1-\cos 2s$ and $\cos 2t$ in terms of squared sines. After `field_simp` has cleared the denominator, `ring` confirms the relation. No property of $H$ is involved.

In the last theorem, `hE` and `hZ` compute the two whole energy curves, $\sin^2 t$ and $0$, from `lineEnergy_eq`. The energy comparisons at $0$, $s$ and $\pi/2$ follow by substitution. The slopes are compared through `hasDerivAt_lineEnergy`: both off-diagonal sums are zero. Since the data coincide and the curves do not, no other formula in the same three numbers could recover both curves at such an $s$.
